# Three-point Poisson scheme on the unit interval: nodal error at most $Mh^2/96$ for exact boundary values and $|u''''|\le M$

## Choosing the grid for a potential

To obtain an electrostatic potential from a charge density that varies along one axis, one can replace the second derivative by a three-point difference and solve a tridiagonal system. First the number of cells $N$ must be chosen. With lengths scaled so that the interval is $[0,1]$, the potential $u$ satisfies $u''=f$, where $f$ is minus the charge density in suitable units. If $|u''''|\le M$, the bound below guarantees an error of at most $\tau>0$ at every node once $N\ge\sqrt{M/(96\,\tau)}$.

The constant $M$ measures how sharply the charge density bends, since $u''''=f''$. It can therefore be estimated from the source before the potential is known.

In electronic structure, the estimate applies to the radial Hartree problem of a spherical atom, written for $r$ times the potential, provided that the radial grid is uniform, the boundary values are exact and the density is smooth enough. The source is then proportional to $r$ times the density, so $M$ has to be estimated from this product, and the bound is on the error of $r$ times the potential.

## The discrete problem and its error bound

Let $h=1/N$ and $x_j=jh$. For a grid function $w$, write

$$(D_hw)_j=\frac{w_{j+1}-2w_j+w_{j-1}}{h^2}.$$

Suppose that $u$ is four times differentiable with $|u''''|\le M$ on $[0,1]$, and that $v$ satisfies $(D_hv)_j=u''(x_j)$ for $0<j<N$, with $v_0=u(0)$ and $v_N=u(1)$. Then $|v_j-u(x_j)|\le Mh^2/96$ for $0\le j\le N$.

This is `poisson_error_bound`. Its parts correspond to the physics as follows:

- The potential is `u : ℝ → ℝ`, and the computed values are `v : ℤ → ℝ`. Only the values of `v` at nodes $0,\dots,N$ matter.
- `secondDiff h v j` is $(D_hv)_j$, and `iteratedDeriv 2 u` is $u''$.
- `hu` makes $u$ four times differentiable on the whole real line, while `hM` bounds $u''''$ only on $[0,1]$. Continuity of $u''''$ is not required.
- `hv`, `h0` and `hN` are the discrete equation and the two boundary conditions.

The theorem takes a solution `v` as given, with an exactly sampled source and exact arithmetic. It does not cover rounding, an incompletely converged linear solver, or a density with jumps or point charges.

The more detailed `poisson_error_profile` treats an interval $[a,a+L]$ with $L=Nh$. At distance $x=jh$ from the left end, it bounds the error by $Mh^2x(L-x)/24$.

## Truncation error of the stencil

Fix an interior node $x$ and set, for $0\le t\le h$,

$$R(t)=u(x+t)+u(x-t)-2u(x)-t^2u''(x).$$

Its derivatives are

$$\begin{aligned}
R'(t)&=u'(x+t)-u'(x-t)-2t\,u''(x),\\
R''(t)&=u''(x+t)+u''(x-t)-2u''(x),\\
R'''(t)&=u'''(x+t)-u'''(x-t),\\
R''''(t)&=u''''(x+t)+u''''(x-t).
\end{aligned}$$

The function $R$ and its first three derivatives vanish at $t=0$, and $|R''''|\le2M$. A function that starts at zero with slope at most $Ct^n$ in size is itself at most $Ct^{n+1}/(n+1)$ in size. Four applications give

$$|R'''|\le2Mt,\quad |R''|\le Mt^2,\quad |R'|\le\frac{Mt^3}{3},\quad |R|\le\frac{Mt^4}{12}.$$

Setting $t=h$ and dividing by $h^2$ bounds the truncation error by $Mh^2/12$.

## From local error to nodal error

Let $e_j=v_j-u(x_j)$. Then $e_0=e_N=0$, and $(D_he)_j$ is $u''(x_j)$ minus the three-point difference of $u$. Hence $|(D_he)_j|\le C$ with $C=Mh^2/12$.

Compare $e$ with the parabola $p_j=\tfrac C2x_j(1-x_j)$. The three-point formula is exact for quadratics, so $(D_hp)_j=-C$. For either sign, $w=\pm e-p$ satisfies

$$(D_hw)_j=\pm(D_he)_j+C\ge0,\qquad w_0=w_N=0.$$

Such a $w$ cannot be positive. Suppose that its maximum $K$ over the grid were positive. Then $w_0<K$ and $w_N<K$. If $w_n<K$ and $n+1<N$, then

$$2w_{n+1}\le w_n+w_{n+2}<2K.$$

By induction no node reaches $K$, which is a contradiction. Therefore

$$|e_j|\le p_j=\frac{Mh^2}{24}x_j(1-x_j)\le\frac{Mh^2}{96},$$

because $x(1-x)=\tfrac14-\tfrac14(1-2x)^2\le\tfrac14$.

## A quartic that attains the bound

Take $u=x^4$, for which $u''=12x^2$ and $u''''=24$. On the grid,

$$D_h(x^4)=12x^2+2h^2,\qquad D_h\bigl(h^2x(1-x)\bigr)=-2h^2.$$

Thus $v=x^4+h^2x(1-x)$ solves the discrete equation with exact boundary values. If $N=2m$ with $m\ge1$, the midpoint is a node, and the error there is $h^2/4=24h^2/96$. The constant $1/96$ is therefore optimal for every even number of cells.

## The Lean file

```lean
import Mathlib

open Set

namespace DiscretePoissonError

noncomputable section

/-- The three-point discrete Laplacian of a grid function `v` with spacing `h ≠ 0`. -/
def secondDiff (h : ℝ) (v : ℤ → ℝ) (j : ℤ) : ℝ :=
  (v (j + 1) - 2 * v j + v (j - 1)) / h ^ 2

/-- On `[0, h]`, a function that starts at zero and whose slope is at most `C t ^ n` in size is
itself at most `C t ^ (n + 1) / (n + 1)` in size. -/
theorem growth_bound (n : ℕ) {f f' : ℝ → ℝ} {C h : ℝ}
    (hf : ∀ t, HasDerivAt f (f' t) t) (h0 : f 0 = 0)
    (hb : ∀ t ∈ Icc 0 h, |f' t| ≤ C * t ^ n) :
    ∀ t ∈ Icc 0 h, |f t| ≤ C / ((n : ℝ) + 1) * t ^ (n + 1) := by
  have hB : ∀ t : ℝ, HasDerivAt (fun t : ℝ => C / ((n : ℝ) + 1) * t ^ (n + 1))
      (C * t ^ n) t := fun t =>
    ((hasDerivAt_pow (n + 1) t).const_mul (C / ((n : ℝ) + 1))).congr_deriv (by
      rw [Nat.add_sub_cancel]
      push_cast
      field_simp)
  intro t ht
  exact image_norm_le_of_norm_deriv_right_le_deriv_boundary
    (fun s _ => (hf s).continuousAt.continuousWithinAt)
    (fun s _ => (hf s).hasDerivWithinAt) (by simp [h0]) hB
    (fun s hs => hb s ⟨hs.1, hs.2.le⟩) ht

/-- The three-point formula reproduces the second derivative up to `M h² / 12`, where `M` bounds the
fourth derivative on the interval `[x - h, x + h]`. -/
theorem truncation_error {u : ℝ → ℝ} {x h M : ℝ} (hh : 0 < h)
    (hu : ∀ k < 4, Differentiable ℝ (iteratedDeriv k u))
    (hM : ∀ y ∈ Icc (x - h) (x + h), |iteratedDeriv 4 u y| ≤ M) :
    |(u (x + h) - 2 * u x + u (x - h)) / h ^ 2 - iteratedDeriv 2 u x| ≤ M * h ^ 2 / 12 := by
  have hd : ∀ k m : ℕ, k < 4 → m = k + 1 → ∀ y,
      HasDerivAt (iteratedDeriv k u) (iteratedDeriv m u y) y := by
    intro k m hk hm y
    subst hm
    rw [iteratedDeriv_succ]
    exact (hu k hk y).hasDerivAt
  have p := fun k m hk hm t => (hd k m hk hm (x + t)).comp_const_add x t
  have q := fun k m hk hm t => (hd k m hk hm (x - t)).comp_const_sub x t
  -- the symmetric remainder and its derivatives, from the third down to the remainder itself
  have d3 : ∀ t, HasDerivAt (fun t => iteratedDeriv 3 u (x + t) - iteratedDeriv 3 u (x - t))
      (iteratedDeriv 4 u (x + t) + iteratedDeriv 4 u (x - t)) t := fun t =>
    ((p 3 4 (by norm_num) rfl t).fun_sub (q 3 4 (by norm_num) rfl t)).congr_deriv (by ring)
  have d2 : ∀ t, HasDerivAt (fun t => iteratedDeriv 2 u (x + t) + iteratedDeriv 2 u (x - t)
      - 2 * iteratedDeriv 2 u x)
      (iteratedDeriv 3 u (x + t) - iteratedDeriv 3 u (x - t)) t := fun t =>
    (((p 2 3 (by norm_num) rfl t).fun_add (q 2 3 (by norm_num) rfl t)).sub_const
      (2 * iteratedDeriv 2 u x)).congr_deriv (by ring)
  have d1 : ∀ t, HasDerivAt (fun t => iteratedDeriv 1 u (x + t) - iteratedDeriv 1 u (x - t)
      - t * (2 * iteratedDeriv 2 u x))
      (iteratedDeriv 2 u (x + t) + iteratedDeriv 2 u (x - t) - 2 * iteratedDeriv 2 u x) t :=
    fun t => (((p 1 2 (by norm_num) rfl t).fun_sub (q 1 2 (by norm_num) rfl t)).fun_sub
      ((hasDerivAt_id' t).mul_const (2 * iteratedDeriv 2 u x))).congr_deriv (by ring)
  have d0 : ∀ t, HasDerivAt (fun t => iteratedDeriv 0 u (x + t) + iteratedDeriv 0 u (x - t)
      - 2 * iteratedDeriv 0 u x - t * t * iteratedDeriv 2 u x)
      (iteratedDeriv 1 u (x + t) - iteratedDeriv 1 u (x - t)
        - t * (2 * iteratedDeriv 2 u x)) t := fun t =>
    ((((p 0 1 (by norm_num) rfl t).fun_add (q 0 1 (by norm_num) rfl t)).sub_const
      (2 * iteratedDeriv 0 u x)).fun_sub (((hasDerivAt_id' t).fun_mul
      (hasDerivAt_id' t)).mul_const (iteratedDeriv 2 u x))).congr_deriv (by ring)
  have b4 : ∀ t ∈ Icc 0 h,
      |iteratedDeriv 4 u (x + t) + iteratedDeriv 4 u (x - t)| ≤ 2 * M * t ^ 0 := by
    intro t ht
    have h1 := abs_le.1 (hM (x + t) ⟨by linarith [ht.1], by linarith [ht.2]⟩)
    have h2 := abs_le.1 (hM (x - t) ⟨by linarith [ht.2], by linarith [ht.1]⟩)
    rw [pow_zero, mul_one]
    exact abs_le.2 ⟨by linarith [h1.1, h2.1], by linarith [h1.2, h2.2]⟩
  -- integrate the bound four times
  have b3 := growth_bound 0 d3 (by simp only [add_zero, sub_zero]; ring) b4
  have b2 := growth_bound 1 d2 (by simp only [add_zero, sub_zero]; ring) b3
  have b1 := growth_bound 2 d1 (by simp only [add_zero, sub_zero]; ring) b2
  have b0 := growth_bound 3 d0 (by simp only [add_zero, sub_zero]; ring) b1 h ⟨hh.le, le_rfl⟩
  simp only [iteratedDeriv_zero] at b0
  have hne : h ^ 2 ≠ 0 := pow_ne_zero 2 hh.ne'
  have e : (u (x + h) - 2 * u x + u (x - h)) / h ^ 2 - iteratedDeriv 2 u x =
      (u (x + h) + u (x - h) - 2 * u x - h * h * iteratedDeriv 2 u x) / h ^ 2 := by
    rw [eq_div_iff hne, sub_mul, div_mul_cancel₀ _ hne]
    ring
  rw [e, abs_div, abs_of_pos (pow_pos hh 2), div_le_iff₀ (pow_pos hh 2)]
  exact b0.trans_eq (by push_cast; ring)

/-- Discrete maximum principle: a grid function with nonnegative discrete Laplacian inside
and nonpositive boundary values is nonpositive everywhere on the grid. -/
theorem discrete_maximum_principle {h : ℝ} (hh : 0 < h) {N : ℤ} {w : ℤ → ℝ}
    (hw : ∀ j, 0 < j → j < N → 0 ≤ secondDiff h w j) (h0 : w 0 ≤ 0) (hN : w N ≤ 0)
    {j : ℤ} (hj0 : 0 ≤ j) (hjN : j ≤ N) : w j ≤ 0 := by
  by_contra hneg
  obtain ⟨k, hk, hmax⟩ := Finset.exists_max_image (Finset.Icc 0 N) w
    ⟨j, Finset.mem_Icc.2 ⟨hj0, hjN⟩⟩
  have hm : 0 < w k := (not_le.1 hneg).trans_le (hmax j (Finset.mem_Icc.2 ⟨hj0, hjN⟩))
  -- moving right from the boundary, no node can reach the positive maximum
  have claim : ∀ n : ℕ, (n : ℤ) ≤ N → w n < w k := by
    intro n
    induction n with
    | zero => intro _; simpa using h0.trans_lt hm
    | succ n ih =>
      intro hn
      rcases eq_or_lt_of_le hn with he | hl
      · rw [he]
        exact hN.trans_lt hm
      · have h1 := mul_nonneg (hw ((n + 1 : ℕ) : ℤ) (by omega) hl) (sq_nonneg h)
        rw [secondDiff, div_mul_cancel₀ _ (pow_ne_zero 2 hh.ne')] at h1
        have h2 := hmax (((n + 1 : ℕ) : ℤ) + 1) (Finset.mem_Icc.2 ⟨by omega, by omega⟩)
        have h3 := ih (by omega)
        have h4 : ((n + 1 : ℕ) : ℤ) - 1 = n := by omega
        rw [h4] at h1
        linarith
  have hk' := Finset.mem_Icc.1 hk
  have hlt := claim k.toNat (by omega)
  rw [Int.toNat_of_nonneg hk'.1] at hlt
  exact lt_irrefl _ hlt

/-- Stability: a grid function that vanishes at both ends and has discrete Laplacian at most
`C` in size lies below the parabola `C x (L - x) / 2`, with `x = j h` and `L = N h`. -/
theorem discrete_stability {h C : ℝ} (hh : 0 < h) {N : ℤ} {e : ℤ → ℝ}
    (he : ∀ j, 0 < j → j < N → |secondDiff h e j| ≤ C) (h0 : e 0 = 0) (hN : e N = 0)
    {j : ℤ} (hj0 : 0 ≤ j) (hjN : j ≤ N) :
    |e j| ≤ C / 2 * (j * h) * ((N - j) * h) := by
  have hne : h ^ 2 ≠ 0 := pow_ne_zero 2 hh.ne'
  -- compare both signs of the error with the parabola
  have key : ∀ s : ℝ, (∀ i, 0 < i → i < N → 0 ≤ s * secondDiff h e i + C) →
      s * e j - C / 2 * (j * h) * ((N - j) * h) ≤ 0 := by
    intro s hs
    refine discrete_maximum_principle (N := N)
      (w := fun i : ℤ => s * e i - C / 2 * (i * h) * ((N - i) * h)) hh ?_ ?_ ?_ hj0 hjN
    · intro i hi hiN
      refine (hs i hi hiN).trans_eq (Eq.symm ?_)
      simp only [secondDiff]
      rw [div_eq_iff hne, add_mul, mul_assoc s (_ / _) _, div_mul_cancel₀ _ hne]
      push_cast
      ring
    · simp [h0]
    · simp [hN]
  have hp := key 1 (fun i hi hiN => by linarith [(abs_le.1 (he i hi hiN)).1])
  have hm := key (-1) (fun i hi hiN => by linarith [(abs_le.1 (he i hi hiN)).2])
  exact abs_le.2 ⟨by linarith, by linarith⟩

/-- Error profile of the discrete Poisson equation on `[a, a + N h]`: the error at distance
`x = j h` from the left end is at most `M h² x (L - x) / 24`, with `L = N h`. -/
theorem poisson_error_profile {u : ℝ → ℝ} {a h M : ℝ} (hh : 0 < h) {N : ℤ} {v : ℤ → ℝ}
    (hu : ∀ k < 4, Differentiable ℝ (iteratedDeriv k u))
    (hM : ∀ y ∈ Icc a (a + N * h), |iteratedDeriv 4 u y| ≤ M)
    (hv : ∀ j : ℤ, 0 < j → j < N → secondDiff h v j = iteratedDeriv 2 u (a + j * h))
    (h0 : v 0 = u a) (hN : v N = u (a + N * h)) {j : ℤ} (hj0 : 0 ≤ j) (hjN : j ≤ N) :
    |v j - u (a + j * h)| ≤ M * h ^ 2 / 24 * (j * h) * ((N - j) * h) := by
  have hs := discrete_stability (N := N) (C := M * h ^ 2 / 12)
    (e := fun i : ℤ => v i - u (a + i * h)) hh ?_ (by simp [h0]) (by simp [hN]) hj0 hjN
  · exact hs.trans_eq (by ring)
  · intro i hi hiN
    -- the discrete Laplacian of the error is that of `v` minus the three-point difference of `u`
    have key : secondDiff h (fun i : ℤ => v i - u (a + i * h)) i = secondDiff h v i -
        (u (a + i * h + h) - 2 * u (a + i * h) + u (a + i * h - h)) / h ^ 2 := by
      have a1 : a + ((i + 1 : ℤ) : ℝ) * h = a + i * h + h := by push_cast; ring
      have a2 : a + ((i - 1 : ℤ) : ℝ) * h = a + i * h - h := by push_cast; ring
      simp only [secondDiff]
      rw [a1, a2]
      ring
    rw [key, hv i hi hiN, abs_sub_comm]
    refine truncation_error hh hu (fun y hy => hM y ?_)
    have i1 : (1 : ℝ) ≤ i := by exact_mod_cast (by omega : (1 : ℤ) ≤ i)
    have i2 : (i : ℝ) + 1 ≤ N := by exact_mod_cast (by omega : i + 1 ≤ N)
    have m1 := mul_le_mul_of_nonneg_right i1 hh.le
    have m2 := mul_le_mul_of_nonneg_right i2 hh.le
    exact ⟨by linarith [hy.1], by linarith [hy.2]⟩

/-- On the unit interval with `h = 1 / N`, the discrete Poisson solution with exact boundary
values differs from `u` at every node by at most `M h² / 96`. -/
theorem poisson_error_bound {u : ℝ → ℝ} {h M : ℝ} {N : ℤ} (hNpos : 0 < N)
    (hh : h = 1 / N) {v : ℤ → ℝ}
    (hu : ∀ k < 4, Differentiable ℝ (iteratedDeriv k u))
    (hM : ∀ y ∈ Icc (0 : ℝ) 1, |iteratedDeriv 4 u y| ≤ M)
    (hv : ∀ j : ℤ, 0 < j → j < N → secondDiff h v j = iteratedDeriv 2 u (j * h))
    (h0 : v 0 = u 0) (hN : v N = u 1) {j : ℤ} (hj0 : 0 ≤ j) (hjN : j ≤ N) :
    |v j - u (j * h)| ≤ M * h ^ 2 / 96 := by
  have hNr : (0 : ℝ) < N := by exact_mod_cast hNpos
  have hpos : 0 < h := by rw [hh]; positivity
  have hNh : (N : ℝ) * h = 1 := by rw [hh]; exact mul_one_div_cancel hNr.ne'
  have hp := poisson_error_profile (a := 0) (M := M) (N := N) (v := v) hpos hu
    (fun y hy => hM y (by rwa [hNh, zero_add] at hy))
    (fun i hi hiN => by rw [zero_add]; exact hv i hi hiN) h0
    (by rw [hNh, zero_add]; exact hN) hj0 hjN
  rw [zero_add, sub_mul, hNh] at hp
  have hM0 : 0 ≤ M := (abs_nonneg _).trans (hM 0 ⟨le_rfl, zero_le_one⟩)
  -- the parabola x (1 - x) is at most 1/4
  have hsq : 0 ≤ M * h ^ 2 * (1 - 2 * (j * h)) ^ 2 := by positivity
  linarith

/-- The quartic `x⁴` has second derivative `12 x²` and constant fourth derivative `24`. -/
theorem quartic_derivatives :
    iteratedDeriv 2 (fun x : ℝ => x ^ 4) = (fun x => 12 * x ^ 2) ∧
    iteratedDeriv 4 (fun x : ℝ => x ^ 4) = (fun _ => 24) := by
  have e1 : deriv (fun x : ℝ => x ^ 4) = fun x => 4 * x ^ 3 := by
    funext x
    exact (hasDerivAt_pow 4 x).deriv.trans (by norm_num)
  have e2 : deriv (fun x : ℝ => 4 * x ^ 3) = fun x => 12 * x ^ 2 := by
    funext x
    refine ((hasDerivAt_pow 3 x).const_mul (4 : ℝ)).deriv.trans ?_
    show (4 : ℝ) * (((3 : ℕ) : ℝ) * x ^ 2) = 12 * x ^ 2
    push_cast
    ring
  have e3 : deriv (fun x : ℝ => 12 * x ^ 2) = fun x => 24 * x := by
    funext x
    refine ((hasDerivAt_pow 2 x).const_mul (12 : ℝ)).deriv.trans ?_
    show (12 : ℝ) * (((2 : ℕ) : ℝ) * x ^ 1) = 24 * x
    push_cast
    ring
  have e4 : deriv (fun x : ℝ => 24 * x) = fun _ => 24 := by
    funext x
    exact ((hasDerivAt_id' x).const_mul (24 : ℝ)).deriv.trans (mul_one _)
  have d2 : iteratedDeriv 2 (fun x : ℝ => x ^ 4) = fun x => 12 * x ^ 2 := by
    rw [iteratedDeriv_succ, iteratedDeriv_one, e1, e2]
  refine ⟨d2, ?_⟩
  rw [iteratedDeriv_succ, iteratedDeriv_succ, d2, e3, e4]

/-- The grid function `x⁴ + h² x (1 - x)` at the nodes `x = j h`. -/
def quarticGrid (h : ℝ) (j : ℤ) : ℝ :=
  (j * h) ^ 4 + h ^ 2 * (j * h) * (1 - j * h)

/-- Sharpness: for `u = x⁴` and `2 m` cells, `quarticGrid` solves the discrete Poisson
equation with exact boundary values, and its midpoint error equals `24 h² / 96`. -/
theorem poisson_error_sharp {m : ℤ} (hm : 0 < m) {h : ℝ} (hh : h = 1 / (2 * m)) :
    quarticGrid h 0 = 0 ^ 4 ∧ quarticGrid h (2 * m) = 1 ^ 4 ∧
    (∀ j : ℤ, secondDiff h (quarticGrid h) j =
      iteratedDeriv 2 (fun x : ℝ => x ^ 4) (j * h)) ∧
    |quarticGrid h m - (m * h) ^ 4| = 24 * h ^ 2 / 96 := by
  have hmr : (0 : ℝ) < m := by exact_mod_cast hm
  have hpos : 0 < h := by rw [hh]; positivity
  have h2 : 2 * (m : ℝ) * h = 1 := by
    rw [hh]
    exact mul_one_div_cancel (by positivity)
  have hmh : (m : ℝ) * h = 1 / 2 := by linarith
  refine ⟨by simp [quarticGrid], ?_, ?_, ?_⟩
  · have hc : ((2 * m : ℤ) : ℝ) * h = 1 := by push_cast; exact h2
    rw [quarticGrid, hc]
    ring
  · intro j
    rw [quartic_derivatives.1]
    simp only [secondDiff, quarticGrid]
    rw [div_eq_iff (pow_ne_zero 2 hpos.ne')]
    push_cast
    ring
  · have hval : quarticGrid h m - (m * h) ^ 4 = 24 * h ^ 2 / 96 := by
      rw [quarticGrid, hmh]
      ring
    rw [hval, abs_of_nonneg (by positivity)]

end

end DiscretePoissonError
```

```lean
#print axioms DiscretePoissonError.poisson_error_bound
-- 'DiscretePoissonError.poisson_error_bound' depends on axioms: [propext, Classical.choice, Quot.sound]
#print axioms DiscretePoissonError.poisson_error_sharp
-- 'DiscretePoissonError.poisson_error_sharp' depends on axioms: [propext, Classical.choice, Quot.sound]
```

## How the proof follows the derivation

`growth_bound` is the step from slope to function. It uses a Mathlib comparison theorem for derivatives instead of an integral, which is why $u''''$ need not be continuous. In `truncation_error`, the facts `d3` to `d0` are the derivative formulas for $R$, and `b4` to `b0` are the successive bounds. The last lines divide by $h^2$.

`discrete_maximum_principle` picks a node `k` where the maximum is attained. The induction called `claim` shows that every node lies strictly below `w k`; applying it to `k` itself gives the contradiction.

In `discrete_stability`, `key` performs the comparison with the parabola for a factor `s`, and the choices `1` and `-1` supply the two signs. `poisson_error_profile` uses the fact that the discrete Laplacian of the error is minus the truncation error. It also checks that the stencil of each interior node stays inside the interval, where the bound `M` applies.

`poisson_error_bound` sets $a=0$ and $Nh=1$, then uses the nonnegative square `hsq` to maximise the parabola. For the quartic, `quartic_derivatives` computes the derivatives, and `poisson_error_sharp` verifies the boundary values, the difference equation and the midpoint error of `quarticGrid`.
